# For any real matrix, the Tikhonov solution tends to the shortest least-squares solution as the regularisation vanishes

**Which solution does a vanishing regularisation select?**

When the columns of a real matrix $A$ are linearly dependent, a least-squares fit to data $b$ has infinitely many solutions, so I first have to decide which one I mean. I choose the one of smallest Euclidean norm, and I want it defined by minimisation, not by a pseudoinverse formula. In a linear fit of atomic charges to an electrostatic potential, for example, I would add a small $l>0$ to the diagonal of the normal matrix and solve for

$$x_l=(A^TA+l)^{-1}A^Tb .$$

My claim is that $x_l$ converges to that shortest solution as $l$ decreases to zero, whatever the rank of $A$. Can this be proved rigorously, without assuming that $A^TA$ is invertible, and checked by machine?

## A bound linear in $l$ gives the limit

Yes. Write $G=A^TA$ and $\|x\|^2=x\cdot x$. The proof needs no singular value decomposition.

**Filtering does not lengthen a vector.** Suppose $(G+l)u=Gw$ with $l>0$. Then $G(w-u)=lu$, and the scalar product with $w-u$ gives

$$l\,(w-u)\cdot u=(w-u)\cdot G(w-u)=\|A(w-u)\|^2\ge 0 .$$

Hence $(w-u)\cdot u\ge 0$, and

$$\|w\|^2=\|u\|^2+2\,u\cdot(w-u)+\|w-u\|^2\ge\|u\|^2 .$$

For $w=0$ this says that $(G+l)u=0$ forces $u=0$, so the square matrix $G+l$ is invertible.

**The right-hand side lies in the range of $G^2$.** For any real matrix $M$, $M^TMv=0$ implies $\|Mv\|^2=0$, so $M^TM$ and $M$ have the same null space and the same rank. Since $G$ is symmetric,

$$\operatorname{rank}G^2=\operatorname{rank}G^TG=\operatorname{rank}G=\operatorname{rank}A=\operatorname{rank}A^T .$$

The range of $G^2=A^T(AG)$ is contained in that of $A^T$, and the dimensions agree, so the ranges are equal. There is therefore a $w$ with $G(Gw)=A^Tb$.

**The vector $x=Gw$ is the shortest least-squares solution.** We have $Gx=A^Tb$, that is, $A^T(Ax-b)=0$. For any $z$, write $Az-b=(Ax-b)+A(z-x)$. The cross term is $(Ax-b)\cdot A(z-x)=A^T(Ax-b)\cdot(z-x)=0$, so

$$\|Az-b\|^2=\|Ax-b\|^2+\|A(z-x)\|^2 .$$

Thus $x$ minimises the residual, and any other minimiser $z$ satisfies $A(z-x)=0$. For such a $z$,

$$(z-x)\cdot x=(z-x)\cdot A^TAw=A(z-x)\cdot Aw=0,$$

and therefore $\|z\|^2=\|x\|^2+\|z-x\|^2$. No minimiser is shorter than $x$, and one of equal length must be $x$ itself.

**The error is at most $l\|w\|$.** Let $u=(G+l)^{-1}Gw$. Then

$$(G+l)(x-lu)=Gx+lx-l\,Gw=A^Tb,$$

because $x=Gw$. So $x_l=x-lu$, and the first step gives $\|x_l-x\|=l\|u\|\le l\|w\|$, which vanishes with $l$. Moreover $(G+l)x_l=A^Tb=Gx$, so the first step also gives $\|x_l\|\le\|x\|$.

## A singular fit with inconsistent data

Take

$$A=\begin{pmatrix}1&1\\1&1\end{pmatrix},\quad b=\begin{pmatrix}2\\0\end{pmatrix},\quad G=\begin{pmatrix}2&2\\2&2\end{pmatrix},\quad A^Tb=\begin{pmatrix}2\\2\end{pmatrix}.$$

The squared residual $(x_1+x_2-2)^2+(x_1+x_2)^2$ is smallest on the line $x_1+x_2=1$, whose shortest point is $(1/2,1/2)$. Inserting $x_l=(c,c)$ into the regularised equation gives $(4+l)c=2$, so $c=2/(4+l)$, which tends to $1/2$.

Here $w=(1/8,1/8)$ works, since $Gw=(1/2,1/2)$ and $G(Gw)=(2,2)$. At $l=0.1$ each component is about $0.4878$. The error has norm about $0.01725$, just below the bound $l\|w\|\approx0.01768$.

## The Lean file

```lean
import Mathlib

open Matrix Filter Topology

namespace TikhonovLimit

noncomputable section

variable {m n : Type*} [Fintype m] [Fintype n]

/-- The squared Euclidean norm of a real vector. -/
def sqNorm {ι : Type*} [Fintype ι] (x : ι → ℝ) : ℝ := x ⬝ᵥ x

/-- `x` is a least-squares solution: no vector gives a smaller residual `A z - b`. -/
def IsLeastSquares (A : Matrix m n ℝ) (b : m → ℝ) (x : n → ℝ) : Prop :=
  ∀ z, sqNorm (A *ᵥ x - b) ≤ sqNorm (A *ᵥ z - b)

/-- `x` is a least-squares solution, and no least-squares solution is shorter. -/
def IsMinNormSolution (A : Matrix m n ℝ) (b : m → ℝ) (x : n → ℝ) : Prop :=
  IsLeastSquares A b x ∧ ∀ z, IsLeastSquares A b z → sqNorm x ≤ sqNorm z

/-- The Tikhonov solution `(AᵀA + l)⁻¹ Aᵀ b`, meant for regularisation strength `l > 0`. -/
def tikhonov [DecidableEq n] (A : Matrix m n ℝ) (b : m → ℝ) (l : ℝ) : n → ℝ :=
  (Aᵀ * A + l • (1 : Matrix n n ℝ))⁻¹ *ᵥ (Aᵀ *ᵥ b)

/-- The squared Euclidean norm is nonnegative. -/
theorem sqNorm_nonneg {ι : Type*} [Fintype ι] (x : ι → ℝ) : 0 ≤ sqNorm x :=
  Finset.sum_nonneg fun _ _ => mul_self_nonneg _

/-- The squared norm of a sum is the sum of the squared norms plus twice the overlap. -/
theorem sqNorm_add {ι : Type*} [Fintype ι] (x y : ι → ℝ) :
    sqNorm (x + y) = sqNorm x + 2 * (x ⬝ᵥ y) + sqNorm y := by
  unfold sqNorm
  rw [add_dotProduct, dotProduct_add, dotProduct_add, dotProduct_comm y x]
  ring

/-- The regularised filter does not lengthen vectors: if `(AᵀA + l) u = AᵀA w` with `l > 0`,
then `u` is no longer than `w`. -/
theorem filter_contraction (A : Matrix m n ℝ) {l : ℝ} (hl : 0 < l) {u w : n → ℝ}
    (h : (Aᵀ * A) *ᵥ u + l • u = (Aᵀ * A) *ᵥ w) : sqNorm u ≤ sqNorm w := by
  have hd : (Aᵀ * A) *ᵥ (w - u) = l • u := by
    rw [Matrix.mulVec_sub, ← h, add_sub_cancel_left]
  have h1 : (w - u) ⬝ᵥ ((Aᵀ * A) *ᵥ (w - u)) = sqNorm (A *ᵥ (w - u)) := by
    rw [← Matrix.mulVec_mulVec, Matrix.dotProduct_mulVec, Matrix.vecMul_transpose, sqNorm]
  rw [hd, dotProduct_smul, smul_eq_mul] at h1
  -- the part removed by the filter has nonnegative overlap with the part kept
  have h2 : 0 ≤ (w - u) ⬝ᵥ u :=
    (mul_nonneg_iff_of_pos_left hl).1 (by rw [h1]; exact sqNorm_nonneg _)
  have h3 := sqNorm_add u (w - u)
  rw [add_sub_cancel, dotProduct_comm u (w - u)] at h3
  linarith [sqNorm_nonneg (w - u)]

/-- For `l > 0` the Tikhonov solution is the one and only solution of
`(AᵀA + l) x = Aᵀ b`. -/
theorem tikhonov_eq_iff [DecidableEq n] (A : Matrix m n ℝ) (b : m → ℝ) {l : ℝ} (hl : 0 < l)
    {x : n → ℝ} : tikhonov A b l = x ↔ (Aᵀ * A) *ᵥ x + l • x = Aᵀ *ᵥ b := by
  have hM : ∀ y : n → ℝ,
      (Aᵀ * A + l • (1 : Matrix n n ℝ)) *ᵥ y = (Aᵀ * A) *ᵥ y + l • y := by
    intro y
    rw [Matrix.add_mulVec, Matrix.smul_mulVec, Matrix.one_mulVec]
  -- a null vector of the regularised matrix would have zero length
  have hdet : IsUnit (Aᵀ * A + l • (1 : Matrix n n ℝ)).det := by
    refine isUnit_iff_ne_zero.2 fun h0 => ?_
    obtain ⟨v, hv, h⟩ := Matrix.exists_mulVec_eq_zero_iff.2 h0
    have h1 : sqNorm v ≤ sqNorm (0 : n → ℝ) :=
      filter_contraction A hl (by rw [← hM, h, Matrix.mulVec_zero])
    have h2 : sqNorm (0 : n → ℝ) = 0 := by simp [sqNorm]
    exact hv (dotProduct_self_eq_zero.1 (le_antisymm (h1.trans_eq h2) (sqNorm_nonneg v)))
  constructor
  · rintro rfl
    rw [← hM, tikhonov, Matrix.mulVec_mulVec, Matrix.mul_nonsing_inv _ hdet,
      Matrix.one_mulVec]
  · intro h
    rw [tikhonov, ← h, ← hM, Matrix.mulVec_mulVec, Matrix.nonsing_inv_mul _ hdet,
      Matrix.one_mulVec]

/-- For any matrix and data there is a vector `w` with `(AᵀA)(AᵀA) w = Aᵀ b`. -/
theorem exists_source (A : Matrix m n ℝ) (b : m → ℝ) :
    ∃ w, (Aᵀ * A) *ᵥ ((Aᵀ * A) *ᵥ w) = Aᵀ *ᵥ b := by
  have hs : (Aᵀ * A)ᵀ = Aᵀ * A := by rw [Matrix.transpose_mul, Matrix.transpose_transpose]
  -- the two ranges are nested and have the same dimension
  have hr : LinearMap.range ((Aᵀ * A) * (Aᵀ * A)).mulVecLin
      = LinearMap.range Aᵀ.mulVecLin := by
    apply Submodule.eq_of_le_of_finrank_eq
    · rintro _ ⟨x, rfl⟩
      refine ⟨A *ᵥ ((Aᵀ * A) *ᵥ x), ?_⟩
      change Aᵀ *ᵥ (A *ᵥ ((Aᵀ * A) *ᵥ x)) = ((Aᵀ * A) * (Aᵀ * A)) *ᵥ x
      rw [← Matrix.mulVec_mulVec x (Aᵀ * A) (Aᵀ * A),
        ← Matrix.mulVec_mulVec ((Aᵀ * A) *ᵥ x) Aᵀ A]
    · change ((Aᵀ * A) * (Aᵀ * A)).rank = Aᵀ.rank
      calc ((Aᵀ * A) * (Aᵀ * A)).rank = ((Aᵀ * A)ᵀ * (Aᵀ * A)).rank := by rw [hs]
        _ = (Aᵀ * A).rank := Matrix.rank_transpose_mul_self _
        _ = Aᵀ.rank := by rw [Matrix.rank_transpose_mul_self, Matrix.rank_transpose]
  have hb : Aᵀ *ᵥ b ∈ LinearMap.range Aᵀ.mulVecLin := ⟨b, rfl⟩
  rw [← hr] at hb
  obtain ⟨w, hw⟩ := hb
  exact ⟨w, (Matrix.mulVec_mulVec _ _ _).trans hw⟩

/-- If `(AᵀA)(AᵀA) w = Aᵀ b`, then `AᵀA w` is the one and only least-squares solution of
smallest norm. -/
theorem isMinNormSolution_iff (A : Matrix m n ℝ) (b : m → ℝ) {w : n → ℝ}
    (hw : (Aᵀ * A) *ᵥ ((Aᵀ * A) *ᵥ w) = Aᵀ *ᵥ b) (z : n → ℝ) :
    IsMinNormSolution A b z ↔ z = (Aᵀ * A) *ᵥ w := by
  obtain ⟨x, hxw⟩ : ∃ x, x = (Aᵀ * A) *ᵥ w := ⟨_, rfl⟩
  rw [← hxw] at hw ⊢
  have adj : ∀ (y : n → ℝ) (v : m → ℝ), y ⬝ᵥ (Aᵀ *ᵥ v) = (A *ᵥ y) ⬝ᵥ v := by
    intro y v
    rw [Matrix.dotProduct_mulVec, Matrix.vecMul_transpose]
  -- Pythagoras for the residual
  have hres : ∀ z, sqNorm (A *ᵥ z - b) = sqNorm (A *ᵥ x - b) + sqNorm (A *ᵥ (z - x)) := by
    intro z
    have h1 : A *ᵥ z - b = (A *ᵥ x - b) + A *ᵥ (z - x) := by
      rw [Matrix.mulVec_sub]; abel
    have h2 : (A *ᵥ x - b) ⬝ᵥ (A *ᵥ (z - x)) = 0 := by
      rw [dotProduct_comm, dotProduct_sub, ← adj, ← adj, Matrix.mulVec_mulVec, hw, sub_self]
    rw [h1, sqNorm_add, h2]; ring
  have hx : IsLeastSquares A b x := fun z => by
    linarith [hres z, sqNorm_nonneg (A *ᵥ (z - x))]
  -- Pythagoras for the solutions themselves
  have hsol : ∀ z, IsLeastSquares A b z → sqNorm z = sqNorm x + sqNorm (z - x) := by
    intro z hz
    have hA : A *ᵥ (z - x) = 0 := dotProduct_self_eq_zero.1
      (le_antisymm (show sqNorm (A *ᵥ (z - x)) ≤ 0 by linarith [hres z, hz x])
        (sqNorm_nonneg _))
    have h0 : (z - x) ⬝ᵥ x = 0 := by
      calc (z - x) ⬝ᵥ x = (z - x) ⬝ᵥ (Aᵀ *ᵥ (A *ᵥ w)) := by
            rw [Matrix.mulVec_mulVec, ← hxw]
        _ = 0 := by rw [adj, hA, zero_dotProduct]
    have h1 := sqNorm_add x (z - x)
    rw [add_sub_cancel, dotProduct_comm x (z - x), h0] at h1
    linarith
  constructor
  · rintro ⟨hz, hmin⟩
    have h0 : sqNorm (z - x) ≤ 0 := by linarith [hsol z hz, hmin x hx]
    exact sub_eq_zero.1 (dotProduct_self_eq_zero.1 (le_antisymm h0 (sqNorm_nonneg _)))
  · intro h
    rw [h]
    exact ⟨hx, fun y hy => by linarith [hsol y hy, sqNorm_nonneg (y - x)]⟩

variable [DecidableEq n]

/-- If `(AᵀA)(AᵀA) w = Aᵀ b` and `l > 0`, the Tikhonov solution differs from `AᵀA w` by at most
`l` times the norm of `w`. -/
theorem tikhonov_error (A : Matrix m n ℝ) (b : m → ℝ) {w : n → ℝ}
    (hw : (Aᵀ * A) *ᵥ ((Aᵀ * A) *ᵥ w) = Aᵀ *ᵥ b) {l : ℝ} (hl : 0 < l) :
    sqNorm (tikhonov A b l - (Aᵀ * A) *ᵥ w) ≤ l ^ 2 * sqNorm w := by
  obtain ⟨u, hu⟩ : ∃ u, (Aᵀ * A) *ᵥ u + l • u = (Aᵀ * A) *ᵥ w :=
    ⟨tikhonov A (A *ᵥ w) l, by
      rw [(tikhonov_eq_iff A (A *ᵥ w) hl).1 rfl, Matrix.mulVec_mulVec]⟩
  -- the error is `-l u`, with `u` the filtered `w`
  have hx : tikhonov A b l = (Aᵀ * A) *ᵥ w - l • u := by
    refine (tikhonov_eq_iff A b hl).2 ?_
    rw [Matrix.mulVec_sub, Matrix.mulVec_smul, hw, ← hu]
    module
  have hn : sqNorm (-(l • u)) = l ^ 2 * sqNorm u := by
    simp only [sqNorm, neg_dotProduct, dotProduct_neg, smul_dotProduct,
      dotProduct_smul, smul_eq_mul]
    ring
  rw [hx, sub_sub_cancel_left, hn]
  exact mul_le_mul_of_nonneg_left (filter_contraction A hl hu) (sq_nonneg l)

/-- For any real matrix and data there is exactly one least-squares solution of smallest norm,
and the Tikhonov solution converges to it as `l` decreases to zero. -/
theorem tikhonov_tendsto_minNorm (A : Matrix m n ℝ) (b : m → ℝ) :
    ∃ x, (∀ z, IsMinNormSolution A b z ↔ z = x) ∧
      Tendsto (tikhonov A b) (𝓝[>] 0) (𝓝 x) := by
  obtain ⟨w, hw⟩ := exists_source A b
  refine ⟨(Aᵀ * A) *ᵥ w, isMinNormSolution_iff A b hw, tendsto_pi_nhds.2 fun i => ?_⟩
  rw [tendsto_iff_norm_sub_tendsto_zero]
  have hlim : Tendsto (fun l : ℝ => l * √(sqNorm w)) (𝓝[>] 0) (𝓝 0) := by
    have h : Continuous (fun l : ℝ => l * √(sqNorm w)) := by fun_prop
    simpa using (h.tendsto 0).mono_left nhdsWithin_le_nhds
  -- each component of the error is squeezed by the linear bound
  refine squeeze_zero' (Eventually.of_forall fun _ => norm_nonneg _) ?_ hlim
  filter_upwards [self_mem_nhdsWithin] with l hl
  rw [Real.norm_eq_abs]
  refine abs_le_of_sq_le_sq ?_ (mul_nonneg (le_of_lt hl) (Real.sqrt_nonneg _))
  rw [mul_pow, Real.sq_sqrt (sqNorm_nonneg w), sq (_ - _)]
  exact (Finset.single_le_sum
    (f := fun j => (tikhonov A b l - (Aᵀ * A) *ᵥ w) j * (tikhonov A b l - (Aᵀ * A) *ᵥ w) j)
    (fun _ _ => mul_self_nonneg _) (Finset.mem_univ i)).trans (tikhonov_error A b hw hl)

/-- For `l > 0` the Tikhonov solution is never longer than the least-squares solution of
smallest norm. -/
theorem tikhonov_norm_le (A : Matrix m n ℝ) (b : m → ℝ) {x : n → ℝ}
    (hx : IsMinNormSolution A b x) {l : ℝ} (hl : 0 < l) :
    sqNorm (tikhonov A b l) ≤ sqNorm x := by
  obtain ⟨w, hw⟩ := exists_source A b
  rw [(isMinNormSolution_iff A b hw x).1 hx]
  exact filter_contraction A hl (((tikhonov_eq_iff A b hl).1 rfl).trans hw.symm)

/-- For the singular matrix with all four entries 1 and data `(2, 0)`, the Tikhonov solution at
`l > 0` has both components `2 / (4 + l)`, and the smallest least-squares solution is
`(1/2, 1/2)`. -/
theorem singular_example :
    (!![1, 1; 1, 1] : Matrix (Fin 2) (Fin 2) ℝ).det = 0 ∧
    (∀ l : ℝ, 0 < l →
      tikhonov !![1, 1; 1, 1] ![2, 0] l = ![2 / (4 + l), 2 / (4 + l)]) ∧
    IsMinNormSolution !![1, 1; 1, 1] ![2, 0] ![1 / 2, 1 / 2] := by
  have hG : (!![1, 1; 1, 1] : Matrix (Fin 2) (Fin 2) ℝ)ᵀ * !![1, 1; 1, 1]
      = !![2, 2; 2, 2] := by
    ext i j
    fin_cases i <;> fin_cases j <;>
      simp [Matrix.mul_apply, Fin.sum_univ_succ] <;> norm_num
  refine ⟨by simp [Matrix.det_fin_two], fun l hl => ?_, ?_⟩
  · have h4 : 4 + l ≠ 0 := by positivity
    refine (tikhonov_eq_iff _ _ hl).2 ?_
    rw [hG]
    ext i
    fin_cases i <;> simp [Matrix.mulVec, dotProduct, Fin.sum_univ_succ] <;>
      field_simp <;> ring
  · refine (isMinNormSolution_iff _ _ (w := ![1 / 8, 1 / 8]) ?_ _).2 ?_
    · rw [hG]
      ext i
      fin_cases i <;> simp [Matrix.mulVec, dotProduct, Fin.sum_univ_succ] <;> norm_num
    · rw [hG]
      ext i
      fin_cases i <;> simp [Matrix.mulVec, dotProduct, Fin.sum_univ_succ] <;> norm_num

end

end TikhonovLimit
```

```lean
#print axioms TikhonovLimit.tikhonov_tendsto_minNorm
#print axioms TikhonovLimit.tikhonov_norm_le
#print axioms TikhonovLimit.singular_example
```

```
'TikhonovLimit.tikhonov_tendsto_minNorm' depends on axioms: [propext, Classical.choice, Quot.sound]
'TikhonovLimit.tikhonov_norm_le' depends on axioms: [propext, Classical.choice, Quot.sound]
'TikhonovLimit.singular_example' depends on axioms: [propext, Classical.choice, Quot.sound]
```

## What the theorems say

The finite index types `m` and `n` label data points and parameters, and vectors are real functions on them. `*ᵥ` applies a matrix to a vector, `⬝ᵥ` is the scalar product, and `sqNorm` is the squared Euclidean norm.

`IsLeastSquares` says that no vector has a smaller residual. `IsMinNormSolution` adds that no least-squares solution is shorter. `tikhonov` is the formula for $x_l$, with the actual matrix inverse.

The main theorem, `tikhonov_tendsto_minNorm`, takes an arbitrary `A` and `b` and has no further hypothesis. It provides one vector `x` such that `IsMinNormSolution A b z ↔ z = x` for every `z`, which is existence and uniqueness together, and such that `tikhonov A b` tends to this same `x`. The filter `𝓝[>] 0` means that $l$ approaches zero through positive values. The value at $l=0$ plays no part, which matters because the matrix to be inverted would then be $G$ itself, which may be singular.

`tikhonov_norm_le` states that $\|x_l\|\le\|x\|$ for every $l>0$, and `singular_example` confirms the formulas of the two-by-two fit.

The setting is real and finite-dimensional, with fixed data and no constraints such as a prescribed total charge. All parameters enter the norm with equal weight, so rescaling some of them can change which solution counts as shortest. Nothing is said about how to choose $l$ for noisy data.

## How the lemmas carry the argument

- `filter_contraction` is the first step. It rewrites the quadratic form as `sqNorm (A *ᵥ (w - u))`, divides out the positive `l`, and lets `linarith` combine the result with the expansion `sqNorm_add`.
- `tikhonov_eq_iff` turns the inverse into a linear equation. If the determinant vanished, there would be a nonzero null vector `v`, and the contraction with $w=0$ would give it zero length. The later lemmas use only this equation and never handle the inverse directly.
- `exists_source` is the rank count. `Submodule.eq_of_le_of_finrank_eq` identifies the two nested ranges, and the `calc` block is the chain of ranks above.
- `isMinNormSolution_iff` contains the two Pythagorean identities, `hres` for the residual and `hsol` for the solutions. Its local statement `adj` moves $A^T$ across the scalar product.
- `tikhonov_error` obtains $u$ as the Tikhonov solution for the data $Aw$, verifies $x_l=x-lu$ through the linear equation, and applies the contraction. Its bound is the squared one, `l ^ 2 * sqNorm w`.

For the limit, `tendsto_pi_nhds` reduces convergence to single components. The square of one component of the error is at most the sum of all the squares (`Finset.single_le_sum`), so its absolute value is at most $l\|w\|$, and `squeeze_zero'` finishes the proof. `tikhonov_norm_le` is the contraction once more, applied to $(G+l)x_l=Gx$.

In `singular_example`, the regularised solution is checked by substitution into the linear equation, and the shortest solution by supplying $w=(1/8,1/8)$.

## The diagonal shift in a fitting code

A program that works with the normal equations can build $G$ and $A^Tb$, add $l$ to each diagonal element of $G$, and solve the system by Cholesky factorisation without forming the inverse. The same $x_l$ comes from an ordinary least-squares solver if the rows of $\sqrt{l}$ times the identity are appended to $A$ and zeros to $b$.

For such finite, real linear fits, the theorem says which parameters the results approach as $l$ is lowered. In floating-point arithmetic $l$ can't be lowered indefinitely: if $A$ is nonzero and its columns are dependent, the smallest eigenvalue of $G+l$ is $l$ itself while the largest stays above a fixed positive value, and rounding errors grow as the system becomes ill-conditioned. Repeating the fit for several values of $l$ shows how strongly the parameters depend on it. A range in which they barely change doesn't prove that the limit has been reached, because any part of the solution that belongs to a nonzero eigenvalue of $G$ far below $l$ is still suppressed.
